# The number of triangle-rule paths with degrees up to $L$ is $(L+1)(L^2+2L+2)/2$

A feature of degree $l$ has $2l+1$ components, labelled by $m=-l,\dots,l$, which rotate like the spherical harmonics $Y_{lm}$. A tensor-product path couples degrees $l_1$ and $l_2$ to an output degree $l_3$. Degrees are integers, one cutoff $L$ bounds all three, and triples are ordered, so $(0,1,1)$ and $(1,0,1)$ are different paths.

In Lean 4 with Mathlib:

```lean
import Mathlib

open Finset Filter Topology

namespace EquivariantPaths

/-- The triangle rule `|l₁ - l₂| ≤ l₃ ≤ l₁ + l₂` for coupling degrees `l₁` and `l₂` to `l₃`. -/
abbrev Allowed (l₁ l₂ l₃ : ℕ) : Prop :=
  |(l₁ : ℤ) - l₂| ≤ l₃ ∧ (l₃ : ℤ) ≤ l₁ + l₂
```

`Allowed l₁ l₂ l₃` is the proposition $|l_1-l_2|\le l_3\le l_1+l_2$. The degrees are natural numbers (`ℕ`), but the comparison is made in the integers (`ℤ`), where $l_1-l_2$ may be negative.

```lean
/-- The number of product states `(m₁, m₂)` of degrees `l₁` and `l₂` with `m₁ + m₂ = M`. -/
noncomputable def stateCount (l₁ l₂ : ℕ) (M : ℤ) : ℕ :=
  ((Icc (-(l₁ : ℤ)) l₁ ×ˢ Icc (-(l₂ : ℤ)) l₂).filter (fun m => m.1 + m.2 = M)).card
```

`stateCount l₁ l₂ M` is the number $N(M)$ of pairs $(m_1,m_2)$ with $|m_1|\le l_1$, $|m_2|\le l_2$ and $m_1+m_2=M$. `Icc` is a closed interval, `×ˢ` a product of finite sets, and `.card` the number of elements.

```lean
/-- The tensor-product paths `(l₁, l₂, l₃)` with all degrees at most `L`. -/
def paths (L : ℕ) : Finset (ℕ × ℕ × ℕ) :=
  (range (L + 1) ×ˢ range (L + 1) ×ˢ range (L + 1)).filter
    (fun t => Allowed t.1 t.2.1 t.2.2)
```

`range (L + 1)` is $\{0,\dots,L\}$, so `paths L` is the set of allowed triples in a cube of $(L+1)^3$ points. In a triple `t`, the entries are `t.1`, `t.2.1` and `t.2.2`.

```lean
/-- The paths that conserve parity when a feature of degree `l` has parity `(-1)^l`:
those with `l₁ + l₂ + l₃` even. -/
def evenPaths (L : ℕ) : Finset (ℕ × ℕ × ℕ) :=
  (paths L).filter (fun t => Even (t.1 + t.2.1 + t.2.2))
```

If degree $l$ always carries parity $(-1)^l$, a path conserves parity when $(-1)^{l_1+l_2}=(-1)^{l_3}$, that is, when $l_1+l_2+l_3$ is even. Networks that keep both parities for each degree need a different count.

## The triangle rule from counting states

```lean
/-- The number of product states with total projection `M` is
`min(l₁, M + l₂) + 1 - max(-l₁, M - l₂)`, or zero if this is negative. -/
theorem stateCount_eq (l₁ l₂ : ℕ) (M : ℤ) :
    stateCount l₁ l₂ M =
      (min (l₁ : ℤ) (M + l₂) + 1 - max (-(l₁ : ℤ)) (M - l₂)).toNat := by
  rw [← Int.card_Icc, stateCount]
  -- `m₁` determines `m₂ = M - m₁`
  refine Finset.card_nbij' (fun m => m.1) (fun m => (m, M - m)) ?_ ?_ ?_ ?_
  · rintro ⟨a, b⟩ h
    simp only [coe_filter, Set.mem_ofPred_eq, mem_product, mem_Icc,
      coe_Icc, Set.mem_Icc] at h ⊢
    omega
  · intro a h
    simp only [coe_filter, Set.mem_ofPred_eq, mem_product, mem_Icc,
      coe_Icc, Set.mem_Icc] at h ⊢
    omega
  · rintro ⟨a, b⟩ h
    simp only [coe_filter, Set.mem_ofPred_eq, mem_product, mem_Icc] at h
    simp only [Prod.mk.injEq, true_and]
    omega
  · intro a _
    rfl
```

Once $m_1$ is chosen, $m_2=M-m_1$ is fixed. The bounds on $m_2$ then confine $m_1$ to
$$\max(-l_1,M-l_2)\le m_1\le\min(l_1,M+l_2),$$
and $N(M)$ is the number of integers in this interval. That number is the upper end plus one minus the lower end, and `toNat` replaces a negative value by zero. The proof gives the map $(m_1,m_2)\mapsto m_1$ and its inverse to `Finset.card_nbij'`; `omega`, a tactic for linear integer arithmetic, checks the inequalities.

```lean
/-- The product states with `M = l₃` outnumber those with `M = l₃ + 1` by one if the
triangle rule holds, and by none otherwise. -/
theorem triangle_rule (l₁ l₂ l₃ : ℕ) :
    stateCount l₁ l₂ l₃ =
      stateCount l₁ l₂ (l₃ + 1) + if Allowed l₁ l₂ l₃ then 1 else 0 := by
  rw [stateCount_eq, stateCount_eq]
  split_ifs with h <;> simp only [Allowed, abs_le] at h <;> omega
```

The theorem says that $N(l_3)-N(l_3+1)$ is 1 if the triangle rule holds and 0 otherwise. Let $M=l_3\ge0$ increase by one.

- If $M>l_1+l_2$, both intervals are empty.
- If $M<l_1-l_2$, both ends move up by one and the count is unchanged.
- If $M<l_2-l_1$, neither end moves.
- If $|l_1-l_2|\le M\le l_1+l_2$, only the lower end moves up, and one state is lost.

`split_ifs` separates allowed from forbidden triples, and `omega` does the case analysis.

In angular-momentum theory, a multiplet of degree $l$ contributes one state to each $M$ with $|M|\le l$, so this difference is the multiplicity of $l_3$ in $l_1\otimes l_2$. That reading is the standard representation-theoretic one; the theorem itself concerns the numbers of states.

## Counting the forbidden triples

```lean
/-- A triple is a path exactly when its degrees are at most `L` and none of them exceeds
the sum of the other two. -/
theorem mem_paths (L a b c : ℕ) :
    (a, b, c) ∈ paths L ↔
      (a ≤ L ∧ b ≤ L ∧ c ≤ L) ∧ a ≤ b + c ∧ b ≤ a + c ∧ c ≤ a + b := by
  simp only [paths, mem_filter, mem_product, mem_range, Allowed, abs_le]
  omega
```

The rule is symmetric in the three degrees: $a\le b+c$, $b\le a+c$ and $c\le a+b$. The first two together are $|a-b|\le c$.

```lean
/-- Among the triples of degrees up to `L`, those in which one chosen degree `c` exceeds
the sum of the other two number `L(L+1)(L+2)/6`. -/
theorem forbidden_count (L : ℕ) :
    6 * ∑ c ∈ range (L + 1), ∑ a ∈ range (L + 1), ∑ b ∈ range (L + 1),
      (if a + b < c then 1 else 0 : ℕ) = L * (L + 1) * (L + 2) := by
  -- for fixed `c` and `a` there are `c - a` choices of `b`
  have h1 : ∀ n c a : ℕ, c ≤ n →
      ∑ b ∈ range n, (if a + b < c then 1 else 0 : ℕ) = c - a := by
    intro n c a h
    rw [← card_filter]
    have : (range n).filter (fun b => a + b < c) = range (c - a) := by
      ext b
      simp only [mem_filter, mem_range]
      omega
    rw [this, card_range]
  -- for fixed `c` the pairs form a triangular number
  have h2 : ∀ c n : ℕ, c ≤ n → 2 * ∑ a ∈ range n, (c - a) = c * (c + 1) := by
    intro c
    induction c with
    | zero => intro n _; simp
    | succ c ih =>
      intro n h
      obtain ⟨m, rfl⟩ : ∃ m, n = m + 1 := ⟨n - 1, by omega⟩
      rw [sum_range_succ']
      simp only [Nat.add_sub_add_right, Nat.sub_zero]
      rw [mul_add, ih m (by omega)]
      ring
  have h3 : ∀ n : ℕ, 3 * ∑ c ∈ range (n + 1), c * (c + 1) = n * (n + 1) * (n + 2) := by
    intro n
    induction n with
    | zero => simp
    | succ n ih =>
      rw [sum_range_succ, mul_add, ih]
      ring
  rw [← h3 L, show (6 : ℕ) = 3 * 2 from rfl, mul_assoc, mul_sum]
  congr 1
  refine sum_congr rfl fun c hc => ?_
  have hc' : c ≤ L + 1 := (mem_range.mp hc).le
  rw [← h2 c (L + 1) hc']
  congr 1
  exact sum_congr rfl fun a _ => h1 (L + 1) c a hc'
```

The inner expression is 1 when $a+b<c$ and 0 otherwise, so the triple sum counts the triples whose degree $c$ is too large. For fixed $c$ and $a<c$, $b$ runs from 0 to $c-a-1$, which gives $c-a$ choices; for $a\ge c$ there are none. Hence
$$\sum_{c=0}^{L}\sum_{a=0}^{c-1}(c-a)=\sum_{c=0}^{L}\frac{c(c+1)}2=\frac{L(L+1)(L+2)}6 .$$
The steps `h1`, `h2` and `h3` are the count of $b$, the sum over $a$ and the sum over $c$, the last two by induction. The factor 6 on the left avoids division in `ℕ`.

## The number of paths and its growth

```lean
/-- The number of tensor-product paths with all degrees at most `L` is
`(L+1)(L²+2L+2)/2`. -/
theorem card_paths (L : ℕ) :
    ((paths L).card : ℝ) = (L + 1) * (L ^ 2 + 2 * L + 2) / 2 := by
  -- each triple is allowed or violates exactly one of three inequalities
  have h : (paths L).card
      + ∑ a ∈ range (L + 1), ∑ b ∈ range (L + 1), ∑ c ∈ range (L + 1),
          (if b + c < a then 1 else 0 : ℕ)
      + ∑ a ∈ range (L + 1), ∑ b ∈ range (L + 1), ∑ c ∈ range (L + 1),
          (if a + c < b then 1 else 0 : ℕ)
      + ∑ a ∈ range (L + 1), ∑ b ∈ range (L + 1), ∑ c ∈ range (L + 1),
          (if a + b < c then 1 else 0 : ℕ) = (L + 1) ^ 3 := by
    simp only [paths, card_filter, sum_product, ← sum_add_distrib]
    calc _ = ∑ a ∈ range (L + 1), ∑ b ∈ range (L + 1), ∑ c ∈ range (L + 1), 1 := by
          refine sum_congr rfl fun a _ => sum_congr rfl fun b _ =>
            sum_congr rfl fun c _ => ?_
          simp only [Allowed, abs_le]
          split_ifs <;> omega
      _ = (L + 1) ^ 3 := by
          simp only [sum_const, card_range, smul_eq_mul]
          ring
  -- the three kinds of violation are equally frequent
  have h2 : ∑ a ∈ range (L + 1), ∑ b ∈ range (L + 1), ∑ c ∈ range (L + 1),
      (if a + c < b then 1 else 0 : ℕ) = ∑ c ∈ range (L + 1), ∑ a ∈ range (L + 1),
        ∑ b ∈ range (L + 1), (if a + b < c then 1 else 0 : ℕ) := sum_comm
  have h3 : ∑ a ∈ range (L + 1), ∑ b ∈ range (L + 1), ∑ c ∈ range (L + 1),
      (if a + b < c then 1 else 0 : ℕ) = ∑ c ∈ range (L + 1), ∑ a ∈ range (L + 1),
        ∑ b ∈ range (L + 1), (if a + b < c then 1 else 0 : ℕ) :=
    (sum_congr rfl fun a _ => sum_comm).trans sum_comm
  have hS := forbidden_count L
  rw [h2, h3] at h
  generalize (∑ c ∈ range (L + 1), ∑ a ∈ range (L + 1), ∑ b ∈ range (L + 1),
    (if a + b < c then 1 else 0 : ℕ)) = S at h hS
  have h' : ((paths L).card : ℝ) + S + S + S = (L + 1) ^ 3 := by exact_mod_cast h
  have hS' : 6 * (S : ℝ) = L * (L + 1) * (L + 2) := by exact_mod_cast hS
  linear_combination h' - hS' / 2
```

Two of the inequalities cannot fail together: $a>b+c$ and $b>a+c$ would add up to $0>2c$. Each triple in the cube is therefore allowed or forbidden in exactly one of three ways, and relabelling shows that the three classes have equal size. Thus
$$(L+1)^3-3\,\frac{L(L+1)(L+2)}6=\frac{(L+1)(L^2+2L+2)}2 .$$
In the proof, `h` is the partition of the cube, `h2` and `h3` exchange the order of summation, and `linear_combination` does the subtraction. The count is cast to the real numbers (`ℝ`), so the division by 2 is ordinary division.

At $L=0$ the formula gives 1, the scalar path $(0,0,0)$. At $L=1$ it gives 5: $(0,0,0)$, the three orderings of $(0,1,1)$, and $(1,1,1)$.

```lean
/-- The number of paths grows as `L³/2`: its ratio to `L³` tends to `1/2`. -/
theorem card_paths_growth :
    Tendsto (fun L : ℕ => ((paths L).card : ℝ) / (L : ℝ) ^ 3) atTop (𝓝 (1 / 2)) := by
  have h : Tendsto (fun L : ℕ => (L : ℝ)⁻¹) atTop (𝓝 0) :=
    tendsto_inv_atTop_zero.comp tendsto_natCast_atTop_atTop
  have hc : Continuous (fun x : ℝ => 1 / 2 + 3 / 2 * x + 2 * x ^ 2 + x ^ 3) := by
    fun_prop
  refine ((hc.tendsto' 0 (1 / 2) (by norm_num)).comp h).congr' ?_
  filter_upwards [eventually_gt_atTop 0] with L hL
  have hL' : (L : ℝ) ≠ 0 := by exact_mod_cast hL.ne'
  rw [card_paths]
  simp only [Function.comp_apply]
  field_simp
  ring
```

For $L>0$, expanding the product gives
$$\frac{|\mathrm{paths}(L)|}{L^3}=\frac12+\frac3{2L}+\frac2{L^2}+\frac1{L^3}\longrightarrow\frac12 .$$
`Tendsto … atTop (𝓝 (1 / 2))` is this limit as $L\to\infty$. The proof treats the right-hand side as a continuous function of $x=1/L$ and lets $x\to0$.

## Paths that conserve parity

```lean
/-- The paths at cutoff `L + 1` are as many as the parity-conserving paths at cutoffs
`L + 1` and `L` together. -/
theorem card_paths_succ (L : ℕ) :
    (paths (L + 1)).card = (evenPaths (L + 1)).card + (evenPaths L).card := by
  have hodd : ((paths (L + 1)).filter (fun t => ¬ Even (t.1 + t.2.1 + t.2.2))).card
      = (evenPaths L).card := by
    -- lower all three degrees by one
    refine Finset.card_nbij' (fun t => (t.1 - 1, t.2.1 - 1, t.2.2 - 1))
      (fun t => (t.1 + 1, t.2.1 + 1, t.2.2 + 1)) ?_ ?_ ?_ ?_
    all_goals
      rintro ⟨a, b, c⟩ h
      simp only [evenPaths, mem_coe, mem_filter, mem_paths, Nat.even_iff,
        Prod.mk.injEq] at h ⊢
      omega
  rw [← hodd, evenPaths]
  simp only [card_eq_sum_ones]
  exact (sum_filter_add_sum_filter_not _ _ _).symm
```

Take a path at cutoff $L+1$ with odd degree sum. No degree is zero, since the other two would then be equal and the sum even. Nor can $a=b+c$ hold, since the sum would be $2a$; so $a\le b+c-1$, and likewise for the other two inequalities. Lowering all degrees by one therefore gives a path at cutoff $L$, now with even sum. Raising them by one reverses the map. With $P_L$ for all paths and $E_L$ for the even ones, $P_{L+1}=E_{L+1}+E_L$.

```lean
/-- The number of parity-conserving paths with all degrees at most `L` is
`(4L³ + 18L² + 28L + 15 + (-1)^L)/16`. -/
theorem card_evenPaths (L : ℕ) :
    ((evenPaths L).card : ℝ) =
      (4 * L ^ 3 + 18 * L ^ 2 + 28 * L + 15 + (-1) ^ L) / 16 := by
  induction L with
  | zero =>
    have h0 : evenPaths 0 = {(0, 0, 0)} := by
      ext ⟨a, b, c⟩
      simp only [evenPaths, mem_filter, mem_paths, Nat.even_iff, mem_singleton,
        Prod.mk.injEq]
      omega
    rw [h0, card_singleton]
    norm_num
  | succ L ih =>
    have h : ((paths (L + 1)).card : ℝ)
        = (evenPaths (L + 1)).card + (evenPaths L).card := by
      exact_mod_cast card_paths_succ L
    rw [card_paths, ih] at h
    push_cast at h ⊢
    rw [pow_succ (-1 : ℝ) L]
    linear_combination -h

end EquivariantPaths
```

The induction starts from $E_0=1$ and uses $E_{L+1}=P_{L+1}-E_L$. The proposed formula satisfies this because
$$E_{L+1}+E_L=\frac{L^3+6L^2+13L+10}2=\frac{(L+2)(L^2+4L+5)}2=P_{L+1},$$
where the alternating terms cancel.

In an equivariant interatomic potential, a layer may couple neighbour features of degree $l_1$ with spherical harmonics of the bond direction of degree $l_2$, giving messages of degree $l_3$. With one channel per degree and a common cutoff $L=2$, there are 15 such couplings. If every feature of degree $l$ has parity $(-1)^l$, 11 of them conserve parity. The four that drop out are $(1,1,1)$, the cross product of two vectors, and the three orderings of $(1,2,2)$. These numbers count couplings and not arithmetic operations, since a path of higher degree has more components to combine.

```lean
#print axioms EquivariantPaths.triangle_rule
#print axioms EquivariantPaths.card_paths_growth
#print axioms EquivariantPaths.card_evenPaths
```

```
'EquivariantPaths.triangle_rule' depends on axioms: [propext, Classical.choice, Quot.sound]
'EquivariantPaths.card_paths_growth' depends on axioms: [propext, Classical.choice, Quot.sound]
'EquivariantPaths.card_evenPaths' depends on axioms: [propext, Classical.choice, Quot.sound]
```
